# Each commutator with a nearest-neighbour chain Hamiltonian carries an edge operator at most one term further

## Chain, edge operator and nested commutators

Let $R$ be a ring with unit, not necessarily commutative; for a spin chain it is the algebra of operators on the state space. Write $[A,B]=AB-BA$. In Lean, `Commute A B` is the statement $AB=BA$.

```lean
import Mathlib

open Matrix
open scoped Kronecker

namespace LocalHamiltonianLightCone

noncomputable section

variable {R : Type*} [Ring R]
```

The Hamiltonian has $L+1$ terms, numbered from zero:
$$H=h_0+h_1+\dots+h_L .$$
In Lean the terms form a family `h : ℕ → R` indexed by all natural numbers, of which only those up to $L$ enter $H$.

```lean
/-- The chain Hamiltonian `h 0 + h 1 + ... + h L`. -/
def chainH (h : ℕ → R) (L : ℕ) : R := ∑ j ∈ Finset.range (L + 1), h j
```

For an operator $O$ set $C_0=O$ and $C_{n+1}=[H,C_n]$, with $H$ on the left. The Lean name for $C_n$ is `nestedComm H O n`.

```lean
/-- The `n`-fold nested commutator `[H, [H, ..., [H, O]]]`. -/
def nestedComm (H O : R) : ℕ → R
  | 0 => O
  | n + 1 => H * nestedComm H O n - nestedComm H O n * H
```

Parts (b) to (e) use two assumptions:

- **Locality** (`hloc`): $h_i$ and $h_j$ commute whenever $i+2\le j\le L$. This stands for terms that overlap in space only with their immediate neighbours.
- **Edge operator** (`hO`): $O$ commutes with $h_j$ for $1\le j\le L$. This stands for an observable at the left end of the chain whose commutator with $H$ comes from $h_0$ alone.

Both are algebraic conditions. No Hilbert space, Hermiticity or norm is needed. An observable that fails to commute with some $h_j$, $1\le j\le L$, is not covered in this form. This can happen even at the end of the chain: in the Ising example of part (f), the Pauli matrix $X_1$ of the first site does not commute with $h_1=Z_1Z_2$.

## (a) The commutator with a sum of terms

Show that for every $X\in R$
$$[H,X]=\sum_{j=0}^{L}[h_j,X].$$

Distributivity gives $HX=\sum_j h_jX$ and $XH=\sum_j Xh_j$. Subtracting term by term gives the claim. The three rewrites in the Lean proof are these three steps, and neither assumption is used.

```lean
/-- The commutator of a chain Hamiltonian with `X` is the sum of the commutators of its terms
with `X`. -/
theorem chainH_commutator (h : ℕ → R) (L : ℕ) (X : R) :
    chainH h L * X - X * chainH h L
      = ∑ j ∈ Finset.range (L + 1), (h j * X - X * h j) := by
  unfold chainH
  rw [Finset.sum_mul, Finset.mul_sum, Finset.sum_sub_distrib]
```

## (b) Which operators commute with the nested commutator

Assume locality and the edge condition. Let $B$ commute with $O$ and with every $h_j$ of the chain that has $j<n$. Show that
$$[B,C_n]=0 .$$

Use induction on $n$, proving the statement for all $B$ at once. For $n=0$ we have $C_0=O$, and $B$ commutes with $O$ by assumption.

Suppose the statement holds for $n$, and let $B$ commute with $O$ and with all $h_j$, $j<n+1$. Then $B$ commutes with $C_n$ by the induction hypothesis. By part (a), $C_{n+1}=\sum_j[h_j,C_n]$, so it suffices to treat each term.

- If $j\le n$, then $B$ commutes with $h_j$ and with $C_n$, hence with both products in $h_jC_n-C_nh_j$.
- If $j>n$, let $h_j$ itself play the role of $B$ in the induction hypothesis. It commutes with $O$ because $j\ge1$. It commutes with each $h_i$, $i<n$, because then $i+2\le n+1\le j$. The term is therefore zero.

Every term commutes with $B$, and so does the sum.

In Lean, `induction n generalizing B` keeps $B$ free, which is what allows $h_j$ to be inserted in the second case. `Commute.sum_right` reduces the sum to its terms, `by_cases hjn : j ≤ n` makes the distinction, and `omega` settles the index inequalities. The hypothesis `hBh` asks for `j < n` and `j ≤ L` together, so for $n>L$ it simply means all terms of the chain.

```lean
/-- Let chain terms whose indices differ by at least 2 commute, and let `O` commute with all terms
but `h 0`. An operator `B` that commutes with `O` and with the terms `h j`, `j < n`, commutes with
the `n`-fold nested commutator of the Hamiltonian with `O`. -/
theorem commute_nestedComm {h : ℕ → R} {L : ℕ} {O B : R}
    (hloc : ∀ i j, i + 2 ≤ j → j ≤ L → Commute (h i) (h j))
    (hO : ∀ j, 1 ≤ j → j ≤ L → Commute O (h j)) (n : ℕ)
    (hBO : Commute B O) (hBh : ∀ j, j < n → j ≤ L → Commute B (h j)) :
    Commute B (nestedComm (chainH h L) O n) := by
  induction n generalizing B with
  | zero => exact hBO
  | succ n ih =>
    have hX : Commute B (nestedComm (chainH h L) O n) :=
      ih hBO (fun j hj hjL => hBh j (by omega) hjL)
    change Commute B (chainH h L * nestedComm (chainH h L) O n
      - nestedComm (chainH h L) O n * chainH h L)
    rw [chainH_commutator]
    apply Commute.sum_right
    intro j hj
    have hjL : j < L + 1 := Finset.mem_range.mp hj
    by_cases hjn : j ≤ n
    · -- a near term: `B` commutes with both factors
      have hb : Commute B (h j) := hBh j (by omega) (by omega)
      exact (hb.mul_right hX).sub_right (hX.mul_right hb)
    · -- a far term: the induction hypothesis for `h j` itself removes it
      have hfar : Commute (h j) (nestedComm (chainH h L) O n) :=
        ih (hO j (by omega) (by omega)).symm
          (fun i hi _ => (hloc i j (by omega) (by omega)).symm)
      rw [hfar.eq, sub_self]
      exact Commute.zero_right B
```

## (c) Terms beyond the reach of order $n$

Under the same two assumptions, show that
$$[h_j,C_n]=0\qquad\text{for } n<j\le L .$$

Put $B=h_j$ in part (b). Since $j\ge1$, it commutes with $O$. For $i<n$ we have $i+2\le j$, so it commutes with $h_i$ by locality. The Lean proof is this single application; `.symm` turns each commutation relation into the required order.

```lean
/-- Let chain terms whose indices differ by at least 2 commute, and let `O` commute with all terms
but `h 0`. Then every term `h j` with `n < j ≤ L` commutes with the `n`-fold nested commutator. -/
theorem far_term_commute {h : ℕ → R} {L : ℕ} {O : R}
    (hloc : ∀ i j, i + 2 ≤ j → j ≤ L → Commute (h i) (h j))
    (hO : ∀ j, 1 ≤ j → j ≤ L → Commute O (h j)) {n j : ℕ} (hn : n < j) (hj : j ≤ L) :
    Commute (h j) (nestedComm (chainH h L) O n) :=
  commute_nestedComm hloc hO n (hO j (by omega) hj).symm
    (fun i hi _ => (hloc i j (by omega) hj).symm)
```

## (d) Cutting the chain

Let $M\le L$, let $H_M=h_0+\dots+h_M$, and let $C_n^{(M)}$ be the nested commutators of $H_M$ with $O$. Show that
$$C_n=C_n^{(M)}\qquad\text{for } n\le M+1 .$$

For $n=0$ both sides are $O$. Suppose the equality holds for $n$, and let $n+1\le M+1$. Write $H=H_M+T$ with $T=h_{M+1}+\dots+h_L$, which is zero if $M=L$. Every index in $T$ exceeds $n$, so $[T,C_n]=0$ by part (c). Therefore
$$C_{n+1}=[H_M,C_n]+[T,C_n]=[H_M,C_n^{(M)}]=C_{n+1}^{(M)} .$$

In the code, `split` is the decomposition of $H$, `hfar` says that $T$ commutes with $C_n$, and `e` is the induction hypothesis. The tactic `abel` cancels the two remaining products with $T$.

For simulation practice this means that, in a finite chain of this kind, the Taylor coefficients in time of the operator $e^{iHt}Oe^{-iHt}$ up to order $M+1$ can be computed from the first $M+1$ terms of the Hamiltonian. Their expectation values also require the initial state.

```lean
/-- Let chain terms whose indices differ by at least 2 commute, and let `O` commute with all terms
but `h 0`. Cutting the chain after the term `h M` leaves the `n`-fold nested commutator unchanged
as long as `n ≤ M + 1`. -/
theorem nestedComm_truncate {h : ℕ → R} {L M : ℕ} {O : R}
    (hloc : ∀ i j, i + 2 ≤ j → j ≤ L → Commute (h i) (h j))
    (hO : ∀ j, 1 ≤ j → j ≤ L → Commute O (h j)) (hML : M ≤ L) (n : ℕ) (hn : n ≤ M + 1) :
    nestedComm (chainH h L) O n = nestedComm (chainH h M) O n := by
  induction n with
  | zero => rfl
  | succ n ih =>
    have e := ih (by omega)
    -- split off the part of the chain beyond `M`
    have split : chainH h L = chainH h M + ∑ j ∈ Finset.Ico (M + 1) (L + 1), h j :=
      (Finset.sum_range_add_sum_Ico h (by omega)).symm
    have hfar : Commute (∑ j ∈ Finset.Ico (M + 1) (L + 1), h j)
        (nestedComm (chainH h L) O n) := by
      apply Commute.sum_left
      intro j hj
      have hj' := Finset.mem_Ico.mp hj
      exact far_term_commute hloc hO (by omega) (by omega)
    change chainH h L * nestedComm (chainH h L) O n
        - nestedComm (chainH h L) O n * chainH h L
      = chainH h M * nestedComm (chainH h M) O n
        - nestedComm (chainH h M) O n * chainH h M
    rw [← e]
    generalize nestedComm (chainH h L) O n = X at hfar ⊢
    rw [split, add_mul, mul_add, hfar.eq]
    abel
```

## (e) The Heisenberg operator to finite order in time

With $\hbar=1$, the operator $e^{iHt}Oe^{-iHt}$ has the Taylor polynomial
$$P_n(t)=\sum_{k=0}^{n}\frac{(it)^k}{k!}\,C_k .$$
Its definition needs complex scalars, so the ring is now a complex algebra `A`.

```lean
/-- The Taylor polynomial of degree `n` in the time `t` of the Heisenberg operator
`exp(iHt) O exp(-iHt)`, with `ħ = 1`. -/
def heisenbergTaylor {A : Type*} [Ring A] [Algebra ℂ A] (H O : A) (t : ℝ) (n : ℕ) : A :=
  ∑ k ∈ Finset.range (n + 1),
    ((Complex.I * (t : ℂ)) ^ k / (k.factorial : ℂ)) • nestedComm H O k
```

Let $B$ be as in part (b). Show that for every real $t$
$$[B,P_n(t)]=0 .$$

Take a term with $k\le n$. Since $B$ commutes with all $h_j$, $j<n$, it does so in particular for $j<k$, and part (b) gives $[B,C_k]=0$. A scalar factor changes nothing, and the sum of the terms commutes with $B$. In Lean the last two steps are `smul_right` and `Commute.sum_right`.

This is the order-by-order side of the light cone in locally interacting chains. Because no norm enters, it bounds neither the remainder of the series nor a propagation velocity. A Lieb–Robinson bound, which estimates the norm of commutators with distant operators, does give an upper bound on this velocity for spin chains whose terms are uniformly bounded in norm.

```lean
/-- Let chain terms whose indices differ by at least 2 commute, and let `O` commute with all terms
but `h 0`. If `B` commutes with `O` and with the terms `h j`, `j < n`, then it commutes with the
Heisenberg Taylor polynomial of `O` of degree `n` at every time. -/
theorem commute_heisenbergTaylor {A : Type*} [Ring A] [Algebra ℂ A]
    {h : ℕ → A} {L : ℕ} {O B : A}
    (hloc : ∀ i j, i + 2 ≤ j → j ≤ L → Commute (h i) (h j))
    (hO : ∀ j, 1 ≤ j → j ≤ L → Commute O (h j)) (n : ℕ)
    (hBO : Commute B O) (hBh : ∀ j, j < n → j ≤ L → Commute B (h j)) (t : ℝ) :
    Commute B (heisenbergTaylor (chainH h L) O t n) := by
  unfold heisenbergTaylor
  apply Commute.sum_right
  intro k hk
  have hk' : k < n + 1 := Finset.mem_range.mp hk
  exact (commute_nestedComm hloc hO k hBO
    (fun j hj hjL => hBh j (by omega) hjL)).smul_right _
```

## (f) A two-site Ising chain that meets the assumptions

Take two spins with the Pauli matrices $X$, $Y$, $Z$. A subscript 1 or 2 on a Pauli matrix names the site, so $X_1=X\otimes 1$ and $Z_2=1\otimes Z$. The transverse-field Ising chain has the terms
$$h_0=X_1,\qquad h_1=Z_1Z_2,\qquad h_2=X_2,$$
with field and coupling both set to $+1$. Here $L=2$ and $O=Z_1$. The symbol `⊗ₖ` is the Kronecker product, and pairs in `Fin 2 × Fin 2` label the four basis states.

```lean
/-- The Pauli matrix `X`. -/
def pauliX : Matrix (Fin 2) (Fin 2) ℂ := !![0, 1; 1, 0]

/-- The Pauli matrix `Z`. -/
def pauliZ : Matrix (Fin 2) (Fin 2) ℂ := !![1, 0; 0, -1]

/-- The terms `X₁`, `Z₁Z₂`, `X₂` of the two-site transverse-field Ising chain, continued by
zero. -/
def isingTerm : ℕ → Matrix (Fin 2 × Fin 2) (Fin 2 × Fin 2) ℂ
  | 0 => pauliX ⊗ₖ 1
  | 1 => pauliZ ⊗ₖ pauliZ
  | 2 => 1 ⊗ₖ pauliX
  | _ => 0
```

Show that locality and the edge condition hold, that is,
$$[h_0,h_2]=0,\qquad [Z_1,h_1]=[Z_1,h_2]=0 .$$

The only pair of indices at distance 2 or more is $(0,2)$, and $X_1X_2=X\otimes X=X_2X_1$. For the edge condition, $Z_1\cdot Z_1Z_2=Z_2=Z_1Z_2\cdot Z_1$ and $Z_1X_2=Z\otimes X=X_2Z_1$. In Lean, `omega` finds the possible indices and `mul_kronecker_mul` multiplies the factors site by site.

```lean
/-- The Ising terms `X₁`, `Z₁Z₂`, `X₂` commute when their indices differ by at least 2, and `O = Z₁`
commutes with the terms `Z₁Z₂` and `X₂`. -/
theorem ising_witness :
    (∀ i j, i + 2 ≤ j → j ≤ 2 → Commute (isingTerm i) (isingTerm j)) ∧
    (∀ j, 1 ≤ j → j ≤ 2 → Commute (pauliZ ⊗ₖ 1) (isingTerm j)) := by
  constructor
  · intro i j hij hj
    obtain ⟨rfl, rfl⟩ : i = 0 ∧ j = 2 := by omega
    change (pauliX ⊗ₖ 1) * (1 ⊗ₖ pauliX) = (1 ⊗ₖ pauliX) * (pauliX ⊗ₖ 1)
    rw [← mul_kronecker_mul, ← mul_kronecker_mul]
    simp only [mul_one, one_mul]
  · intro j h1 h2
    obtain rfl | rfl : j = 1 ∨ j = 2 := by omega
    · change (pauliZ ⊗ₖ 1) * (pauliZ ⊗ₖ pauliZ) = (pauliZ ⊗ₖ pauliZ) * (pauliZ ⊗ₖ 1)
      rw [← mul_kronecker_mul, ← mul_kronecker_mul]
      simp only [mul_one, one_mul]
    · change (pauliZ ⊗ₖ 1) * (1 ⊗ₖ pauliX) = (1 ⊗ₖ pauliX) * (pauliZ ⊗ₖ 1)
      rw [← mul_kronecker_mul, ← mul_kronecker_mul]
      simp only [mul_one, one_mul]
```

## (g) The double commutator of the Ising chain

Show that
$$[H,[H,Z_1]]=4Z_1-4X_1Z_2 .$$

Only $h_0$ fails to commute with $Z_1$, so
$$C_1=[X_1,Z_1]=-2iY_1 .$$
At the next order $X_2$ commutes with $Y_1$, and the other two terms give
$$[X_1,-2iY_1]=-2i\cdot 2i\,Z_1=4Z_1,$$
$$[Z_1Z_2,-2iY_1]=-2i\,[Z_1,Y_1]\,Z_2=-2i\cdot(-2i)X_1Z_2=-4X_1Z_2 .$$

The Lean proof has the same two stages. The intermediate result `e1` writes $-2iY$ as twice the real matrix `!![0, -1; 1, 0]`. Each stage is then verified entry by entry on the $4\times4$ matrices.

```lean
/-- For the two-site Ising chain the double commutator `[H, [H, Z₁]]` equals `4 Z₁ - 4 X₁Z₂`. -/
theorem ising_second_order :
    nestedComm (chainH isingTerm 2) (pauliZ ⊗ₖ 1) 2
      = (4 : ℂ) • (pauliZ ⊗ₖ 1) - (4 : ℂ) • (pauliX ⊗ₖ pauliZ) := by
  have hH : chainH isingTerm 2
      = pauliX ⊗ₖ 1 + pauliZ ⊗ₖ pauliZ + 1 ⊗ₖ pauliX := by
    simp [chainH, Finset.sum_range_succ, isingTerm]
  -- the single commutator is supported on the first site
  have e1 : nestedComm (chainH isingTerm 2) (pauliZ ⊗ₖ 1) 1
      = (2 : ℂ) • ((!![0, -1; 1, 0] : Matrix (Fin 2) (Fin 2) ℂ) ⊗ₖ
          (1 : Matrix (Fin 2) (Fin 2) ℂ)) := by
    change chainH isingTerm 2 * (pauliZ ⊗ₖ 1) - (pauliZ ⊗ₖ 1) * chainH isingTerm 2 = _
    rw [hH]
    ext ⟨a, b⟩ ⟨c, d⟩
    fin_cases a <;> fin_cases b <;> fin_cases c <;> fin_cases d <;>
      simp [pauliX, pauliZ, Matrix.mul_apply, Fintype.sum_prod_type, Matrix.one_apply] <;>
      norm_num
  change chainH isingTerm 2 * nestedComm (chainH isingTerm 2) (pauliZ ⊗ₖ 1) 1
    - nestedComm (chainH isingTerm 2) (pauliZ ⊗ₖ 1) 1 * chainH isingTerm 2 = _
  rw [e1, hH]
  ext ⟨a, b⟩ ⟨c, d⟩
  fin_cases a <;> fin_cases b <;> fin_cases c <;> fin_cases d <;>
    simp [pauliX, pauliZ, Matrix.mul_apply, Fintype.sum_prod_type, Matrix.one_apply] <;>
    norm_num
```

## (h) The range of terms in part (b) is sharp at second order

For $n=2$, part (b) requires $B$ to commute with $h_0$ and $h_1$. Show that $h_0$ alone is not enough: for $B=X_2$ in the Ising chain,
$$[X_2,Z_1]=0,\qquad [X_2,h_0]=0,\qquad [X_2,C_2]\neq0 .$$

The first two relations are contained in part (f). For the third, part (g) gives
$$[X_2,C_2]=-4X_1[X_2,Z_2]=-4X_1\cdot(-2iY_2)=8i\,X_1Y_2\neq0 .$$
The Lean proof assumes that the two operators commute and compares the matrix element between both spins up and both spins down. There $8i\,X_1Y_2$ has the entry $8$, a contradiction.

The same operators show what happens without locality. Renumber the terms as $h_0=X_1$, $h_1=X_2$, $h_2=Z_1Z_2$. The sum $H$ is unchanged, and $O=Z_1$ still commutes with $h_1$ and $h_2$. Now $B=X_2$ commutes with $O$, $h_0$ and $h_1$, yet still not with $C_2$. The conclusion of part (b) fails for $n=2$ because $h_0$ and $h_2$ no longer commute.

```lean
/-- In the two-site Ising chain `X₂` commutes with `O = Z₁` and with the term `h 0 = X₁`, but not
with the double commutator `[H, [H, Z₁]]`. -/
theorem ising_sharp :
    Commute (1 ⊗ₖ pauliX) (pauliZ ⊗ₖ (1 : Matrix (Fin 2) (Fin 2) ℂ)) ∧
    Commute (1 ⊗ₖ pauliX) (isingTerm 0) ∧
    ¬ Commute (1 ⊗ₖ pauliX) (nestedComm (chainH isingTerm 2) (pauliZ ⊗ₖ 1) 2) := by
  refine ⟨(ising_witness.2 2 (by norm_num) le_rfl).symm,
    (ising_witness.1 0 2 le_rfl le_rfl).symm, ?_⟩
  intro hc
  rw [ising_second_order] at hc
  -- compare the matrix elements between both spins up and both spins down
  have h01 := congrFun (congrFun hc.eq (0, 0)) (1, 1)
  norm_num [pauliX, pauliZ, Matrix.mul_apply, Fintype.sum_prod_type, Matrix.one_apply] at h01

end

end LocalHamiltonianLightCone
```

```lean
#print axioms LocalHamiltonianLightCone.far_term_commute
#print axioms LocalHamiltonianLightCone.nestedComm_truncate
#print axioms LocalHamiltonianLightCone.commute_heisenbergTaylor
#print axioms LocalHamiltonianLightCone.ising_sharp
```

```
'LocalHamiltonianLightCone.far_term_commute' depends on axioms: [propext, Classical.choice, Quot.sound]
'LocalHamiltonianLightCone.nestedComm_truncate' depends on axioms: [propext, Classical.choice, Quot.sound]
'LocalHamiltonianLightCone.commute_heisenbergTaylor' depends on axioms: [propext, Classical.choice, Quot.sound]
'LocalHamiltonianLightCone.ising_sharp' depends on axioms: [propext, Classical.choice, Quot.sound]
```
